# Started from a symmetric matrix, SR1 recovers the Hessian of a quadratic in n variables after n updates with nonzero denominators

Let $A$ be a real symmetric $n\times n$ matrix, the Hessian of the quadratic energy $E(x)=\tfrac12 x\cdot Ax-b\cdot x$ with $b\in\mathbb R^n$. A step $s_k$ changes the gradient by $y_k=As_k$. Starting from a symmetric guess $B_0$, the symmetric rank-one (SR1) update is

$$B_{k+1}=B_k+\frac{r_kr_k^{T}}{r_k\cdot s_k},\qquad r_k=y_k-B_ks_k,\qquad k=0,1,2,\dots$$

I have learned that if no denominator vanishes, $B_k$ reproduces all earlier gradient changes, $B_ks_j=y_j$ for $j<k$, and that $B_n=A$ once $s_0,\dots,s_{n-1}$ are linearly independent. I would like to see every step of the argument, together with a Lean proof that a machine has checked. Is the independence really a separate assumption?

## Nonzero denominators already force independent steps

It is not, if all $n$ denominators are nonzero: independence then follows. It becomes a real assumption when updates with $r_k=0$ are skipped. I therefore use the convention that $B_{k+1}=B_k$ if $r_k=0$, and call the recursion well defined if $r_k\cdot s_k\neq0$ whenever $r_k\neq0$. Until the paragraph on breakdown, I assume that it is.

**The newest secant equation.** If $r_k\ne0$, then
$$B_{k+1}s_k=B_ks_k+r_k\,\frac{r_k\cdot s_k}{r_k\cdot s_k}=B_ks_k+r_k=y_k .$$
If $r_k=0$, then $B_{k+1}s_k=B_ks_k=y_k$ already. Since $r_kr_k^T$ is symmetric, every $B_k$ is symmetric.

**The earlier ones.** Suppose $B_ks_j=As_j$ for all $j<k$. For $k=0$ this is an empty statement. Symmetry of $A$ and $B_k$ gives
$$r_k\cdot s_j=(As_k)\cdot s_j-(B_ks_k)\cdot s_j=s_k\cdot(As_j)-s_k\cdot(B_ks_j)=0 .$$
The correction therefore does not act on $s_j$, and $B_{k+1}s_j=B_ks_j=As_j$. With the newest equation, this holds for all $j<k+1$, which completes the induction.

**Exactness.** If $s_0,\dots,s_{n-1}$ are independent, any $v\in\mathbb R^n$ is $v=\sum_j c_js_j$, so $B_nv=\sum_jc_jAs_j=Av$. Hence $B_n=A$.

**Independence.** Let all denominators be nonzero, and suppose that $s_k=\sum_{j<k}c_js_j$ for some $k$. Then
$$r_k=(A-B_k)s_k=\sum_{j<k}c_j(A-B_k)s_j=0,$$
so $r_k\cdot s_k=0$, a contradiction. No step lies in the span of its predecessors, so the steps are independent.

**Solving the linear system.** If $B_n=A$ and $p$ satisfies $B_np=b-Ax$, then $Ap=b-Ax$, and so $A(x+p)=b$.

**Breakdown.** Let $r=y-Bs\neq0$ but $r\cdot s=0$. If $(B+c\,vv^T)s=y$ for some number $c$ and vector $v$, then $r=c(v\cdot s)v$, and $0=r\cdot s=c(v\cdot s)^2$. This forces $c(v\cdot s)=0$ and thus $r=0$, a contradiction. No other symmetric rank-one correction can rescue such a step.

## One variable, and a repeated step in two

For $n=1$, write $A=a$, $B_0=\beta$ and $s_0=s\neq0$. Then $r_0=(a-\beta)s$ and the denominator is $(a-\beta)s^2$. If $\beta\neq a$, one update gives
$$B_1=\beta+\frac{(a-\beta)^2s^2}{(a-\beta)s^2}=a,$$
which is the slope from a finite difference of gradients. If $\beta=a$, the update is skipped and the model is already right. Breakdown needs at least two dimensions.

In two dimensions, take $A=I$, $B_0=0$ and $s_0=s_1=(1,0)$. The first update gives $\mathrm{diag}(1,0)$, the second has $r_1=0$ and is skipped, and $B_2\neq A$. With skipping allowed, a well-defined recursion alone is therefore not enough.

## The Lean file

```lean
import Mathlib

open Matrix

namespace SR1Exactness

noncomputable section

variable {n : ℕ}

/-- The secant error `y - B s`: the part of the observed gradient change `y` along the step `s`
that the model Hessian `B` fails to predict. -/
def secantError (B : Matrix (Fin n) (Fin n) ℝ) (s y : Fin n → ℝ) : Fin n → ℝ :=
  y - B *ᵥ s

/-- The symmetric rank-one update `B + r rᵀ / (r · s)` with `r = y - B s`, skipped when `r = 0`. The
formula is meaningful if `r = 0` or `r · s ≠ 0`; otherwise Lean's `1 / 0 = 0` makes it return `B`.
-/
def sr1Update (B : Matrix (Fin n) (Fin n) ℝ) (s y : Fin n → ℝ) : Matrix (Fin n) (Fin n) ℝ :=
  if secantError B s y = 0 then B
  else B + (1 / (secantError B s y ⬝ᵥ s)) • vecMulVec (secantError B s y) (secantError B s y)

/-- The model Hessians `B_k` produced by SR1 updates from `B₀` along the steps `s_k`, on a
quadratic surface with Hessian `A`, where the gradient changes are `y_k = A s_k`. -/
def sr1Seq (A B₀ : Matrix (Fin n) (Fin n) ℝ) (s : ℕ → Fin n → ℝ) :
    ℕ → Matrix (Fin n) (Fin n) ℝ
  | 0 => B₀
  | k + 1 => sr1Update (sr1Seq A B₀ s k) (s k) (A *ᵥ s k)

/-- The first `m` updates are well defined: whenever the secant error is nonzero, so is the
SR1 denominator. -/
def NoBreakdown (A B₀ : Matrix (Fin n) (Fin n) ℝ) (s : ℕ → Fin n → ℝ) (m : ℕ) : Prop :=
  ∀ k < m, secantError (sr1Seq A B₀ s k) (s k) (A *ᵥ s k) ≠ 0 →
    secantError (sr1Seq A B₀ s k) (s k) (A *ᵥ s k) ⬝ᵥ s k ≠ 0

/-- A symmetric rank-one matrix `c r rᵀ` sends `v` to `c (r · v) r`. -/
theorem rankOne_mulVec (c : ℝ) (r v : Fin n → ℝ) :
    (c • vecMulVec r r) *ᵥ v = (c * (r ⬝ᵥ v)) • r := by
  ext i
  simp only [Matrix.mulVec, dotProduct, Matrix.smul_apply, Matrix.vecMulVec_apply,
    Pi.smul_apply, smul_eq_mul, Finset.mul_sum, Finset.sum_mul]
  exact Finset.sum_congr rfl (fun j _ => by ring)

/-- If the update is well defined, the new model Hessian reproduces the newest gradient change:
`B₊ s = y`. -/
theorem sr1Update_secant (B : Matrix (Fin n) (Fin n) ℝ) (s y : Fin n → ℝ)
    (h : secantError B s y ≠ 0 → secantError B s y ⬝ᵥ s ≠ 0) :
    sr1Update B s y *ᵥ s = y := by
  by_cases hr : secantError B s y = 0
  · rw [sr1Update, if_pos hr]
    exact (sub_eq_zero.mp hr).symm
  · rw [sr1Update, if_neg hr, Matrix.add_mulVec, rankOne_mulVec,
      one_div_mul_cancel (h hr), one_smul, secantError]
    abel

/-- SR1 updates keep the model Hessian symmetric if the initial one is. -/
theorem sr1Seq_isSymm (A : Matrix (Fin n) (Fin n) ℝ) {B₀ : Matrix (Fin n) (Fin n) ℝ}
    (hB : B₀.IsSymm) (s : ℕ → Fin n → ℝ) (k : ℕ) : (sr1Seq A B₀ s k).IsSymm := by
  induction k with
  | zero => exact hB
  | succ k ih =>
    rw [sr1Seq, sr1Update]
    split_ifs
    · exact ih
    · refine Matrix.IsSymm.ext fun i j => ?_
      simp only [Matrix.add_apply, Matrix.smul_apply, Matrix.vecMulVec_apply, smul_eq_mul]
      rw [ih.apply i j]
      ring

/-- Heredity: for symmetric `A` and `B₀` and well-defined updates, the model Hessian `B_m`
satisfies all earlier secant equations, `B_m s_j = A s_j` for every `j < m`. -/
theorem sr1_heredity {A B₀ : Matrix (Fin n) (Fin n) ℝ} (hA : A.IsSymm) (hB : B₀.IsSymm)
    (s : ℕ → Fin n → ℝ) (m : ℕ) (h : NoBreakdown A B₀ s m) :
    ∀ j < m, sr1Seq A B₀ s m *ᵥ s j = A *ᵥ s j := by
  have move : ∀ {M : Matrix (Fin n) (Fin n) ℝ}, M.IsSymm → ∀ u v : Fin n → ℝ,
      (M *ᵥ u) ⬝ᵥ v = u ⬝ᵥ (M *ᵥ v) := by
    intro M hM u v
    rw [Matrix.dotProduct_mulVec, ← Matrix.mulVec_transpose, hM.eq]
  induction m with
  | zero => intro j hj; omega
  | succ m ih =>
    intro j hj
    rw [sr1Seq]
    rcases (show j < m ∨ j = m by omega) with hlt | rfl
    · have old := ih (fun k hk => h k (by omega)) j hlt
      -- the new secant error is orthogonal to every earlier step
      have orth : secantError (sr1Seq A B₀ s m) (s m) (A *ᵥ s m) ⬝ᵥ s j = 0 := by
        rw [secantError, sub_dotProduct, move hA, move (sr1Seq_isSymm A hB s m), old, sub_self]
      rw [sr1Update]
      split_ifs
      · exact old
      · rw [Matrix.add_mulVec, rankOne_mulVec, orth, mul_zero, zero_smul, add_zero, old]
    · exact sr1Update_secant _ _ _ (h j hj)

/-- Exactness of SR1 on quadratics: for symmetric `A` and `B₀`, well-defined updates and `n`
linearly independent steps, the model Hessian after `n` updates is the true Hessian, `B_n = A`. -/
theorem sr1_exact {A B₀ : Matrix (Fin n) (Fin n) ℝ} (hA : A.IsSymm) (hB : B₀.IsSymm)
    (s : ℕ → Fin n → ℝ) (h : NoBreakdown A B₀ s n)
    (hs : LinearIndependent ℝ (fun k : Fin n => s k)) : sr1Seq A B₀ s n = A := by
  have hspan := hs.span_eq_top_of_card_eq_finrank' (by simp)
  -- two linear maps that agree on a spanning family are equal
  apply Matrix.toLin'.injective
  refine LinearMap.ext_on_range hspan fun k => ?_
  rw [Matrix.toLin'_apply, Matrix.toLin'_apply]
  exact sr1_heredity hA hB s n h k k.isLt

/-- For symmetric `A` and `B₀`, steps along which all SR1 denominators are nonzero are
linearly independent. -/
theorem steps_independent {A B₀ : Matrix (Fin n) (Fin n) ℝ} (hA : A.IsSymm) (hB : B₀.IsSymm)
    (s : ℕ → Fin n → ℝ) (m : ℕ)
    (h : ∀ k < m, secantError (sr1Seq A B₀ s k) (s k) (A *ᵥ s k) ⬝ᵥ s k ≠ 0) :
    LinearIndependent ℝ (fun k : Fin m => s k) := by
  induction m with
  | zero => exact linearIndependent_empty_type
  | succ m ih =>
    have h' := fun k (hk : k < m) => h k (by omega)
    refine linearIndependent_finSucc'.mpr ⟨ih h', fun hmem => h m (by omega) ?_⟩
    -- on the span of the earlier steps the model is already exact
    have hle : Submodule.span ℝ (Set.range (Fin.init (fun k : Fin (m + 1) => s k))) ≤
        LinearMap.ker (Matrix.toLin' (A - sr1Seq A B₀ s m)) := by
      rw [Submodule.span_le]
      rintro _ ⟨j, rfl⟩
      refine LinearMap.mem_ker.mpr ?_
      rw [Matrix.toLin'_apply, Matrix.sub_mulVec]
      exact sub_eq_zero.mpr (sr1_heredity hA hB s m (fun k hk _ => h' k hk) j j.isLt).symm
    have hz := LinearMap.mem_ker.mp (hle hmem)
    rw [Matrix.toLin'_apply, Matrix.sub_mulVec] at hz
    have hr : secantError (sr1Seq A B₀ s m) (s m) (A *ᵥ s m) = 0 := hz
    rw [hr, zero_dotProduct]

/-- For symmetric `A` and `B₀`, if the first `n` SR1 denominators are all nonzero, then
`B_n = A`. -/
theorem sr1_exact_of_denominators {A B₀ : Matrix (Fin n) (Fin n) ℝ} (hA : A.IsSymm)
    (hB : B₀.IsSymm) (s : ℕ → Fin n → ℝ)
    (h : ∀ k < n, secantError (sr1Seq A B₀ s k) (s k) (A *ᵥ s k) ⬝ᵥ s k ≠ 0) :
    sr1Seq A B₀ s n = A :=
  sr1_exact hA hB s (fun k hk _ => h k hk) (steps_independent hA hB s n h)

/-- For symmetric `A` and `B₀` and `n` nonzero SR1 denominators, a quasi-Newton step `p` with
`B_n p = b - A x` leads from any point `x` to a solution of `A x = b`. -/
theorem quasiNewton_step_solves {A B₀ : Matrix (Fin n) (Fin n) ℝ} (hA : A.IsSymm)
    (hB : B₀.IsSymm) (s : ℕ → Fin n → ℝ)
    (h : ∀ k < n, secantError (sr1Seq A B₀ s k) (s k) (A *ᵥ s k) ⬝ᵥ s k ≠ 0)
    (x p b : Fin n → ℝ) (hp : sr1Seq A B₀ s n *ᵥ p = b - A *ᵥ x) : A *ᵥ (x + p) = b := by
  rw [sr1_exact_of_denominators hA hB s h] at hp
  rw [Matrix.mulVec_add, hp]
  abel

/-- Breakdown: if the secant error is nonzero but orthogonal to the step, no symmetric rank-one
correction `c v vᵀ` of `B` satisfies the secant equation. -/
theorem breakdown (B : Matrix (Fin n) (Fin n) ℝ) (s y : Fin n → ℝ)
    (hr : secantError B s y ≠ 0) (h0 : secantError B s y ⬝ᵥ s = 0) (c : ℝ) (v : Fin n → ℝ) :
    (B + c • vecMulVec v v) *ᵥ s ≠ y := by
  intro h
  -- the secant equation forces the error to be parallel to `v`
  have h1 : secantError B s y = (c * (v ⬝ᵥ s)) • v := by
    rw [secantError, ← h, Matrix.add_mulVec, rankOne_mulVec, add_sub_cancel_left]
  rw [h1, smul_dotProduct, smul_eq_mul] at h0
  rcases mul_eq_zero.mp h0 with h2 | h2
  · exact hr (by rw [h1, h2, zero_smul])
  · exact hr (by rw [h1, h2, mul_zero, zero_smul])

/-- The two coordinate steps `(1, 0)` and then `(0, 1)`, the latter repeated. -/
def axisSteps (k : ℕ) : Fin 2 → ℝ := if k = 0 then ![1, 0] else ![0, 1]

/-- For the symmetric Hessian `[[2, 1], [1, 3]]`, the initial model `B₀ = 1` and the two
coordinate steps, both SR1 denominators are nonzero. -/
theorem sr1_exact_witness :
    (!![2, 1; 1, 3] : Matrix (Fin 2) (Fin 2) ℝ).IsSymm ∧
    ∀ k < 2, secantError (sr1Seq !![2, 1; 1, 3] 1 axisSteps k) (axisSteps k)
      (!![2, 1; 1, 3] *ᵥ axisSteps k) ⬝ᵥ axisSteps k ≠ 0 := by
  have r0 : secantError 1 (axisSteps 0) (!![2, 1; 1, 3] *ᵥ axisSteps 0) = ![1, 1] := by
    rw [secantError, Matrix.one_mulVec]
    ext i
    fin_cases i <;> simp [axisSteps]
    norm_num
  have hne : (![1, 1] : Fin 2 → ℝ) ≠ 0 := fun h => one_ne_zero (congrFun h 0)
  -- the first update gives the model [[2, 1], [1, 2]]
  have h1 : sr1Seq !![2, 1; 1, 3] 1 axisSteps 1 = !![2, 1; 1, 2] := by
    change sr1Update 1 (axisSteps 0) (!![2, 1; 1, 3] *ᵥ axisSteps 0) = _
    rw [sr1Update, r0, if_neg hne]
    ext i j
    fin_cases i <;> fin_cases j <;>
      simp [axisSteps, dotProduct, Fin.sum_univ_two] <;> norm_num
  refine ⟨Matrix.IsSymm.ext fun i j => by fin_cases i <;> fin_cases j <;> simp, ?_⟩
  intro k hk
  interval_cases k
  · change secantError 1 (axisSteps 0) (!![2, 1; 1, 3] *ᵥ axisSteps 0) ⬝ᵥ axisSteps 0 ≠ 0
    rw [r0]
    simp [axisSteps, dotProduct, Fin.sum_univ_two]
  · rw [h1]
    simp [secantError, axisSteps, dotProduct, Fin.sum_univ_two]
    norm_num

end

end SR1Exactness
```

```lean
#print axioms SR1Exactness.sr1_exact_of_denominators
#print axioms SR1Exactness.quasiNewton_step_solves
#print axioms SR1Exactness.breakdown
```

```
'SR1Exactness.sr1_exact_of_denominators' depends on axioms: [propext, Classical.choice, Quot.sound]
'SR1Exactness.quasiNewton_step_solves' depends on axioms: [propext, Classical.choice, Quot.sound]
'SR1Exactness.breakdown' depends on axioms: [propext, Classical.choice, Quot.sound]
```

## What the theorems say about the physics

A vector in `Fin n → ℝ` is a displacement or a gradient change, and the matrices are Hessians. `secantError B s y` is $r$, `sr1Update` is one update with the skipping convention, and `sr1Seq A B₀ s k` is $B_k$. The steps form an infinite sequence `s : ℕ → Fin n → ℝ`, of which $B_n$ uses only $s_0,\dots,s_{n-1}$. They are arbitrary: no line search or step rule is assumed.

`NoBreakdown A B₀ s m` says that the first $m$ updates are well defined. It is assumed, not derived, and stands for the absence of a step along which the model's error is nonzero but orthogonal to the step. In that excluded case Lean's $1/0=0$ would make `sr1Update` return $B$ unchanged.

There are two versions of exactness:

- `sr1_exact` assumes `NoBreakdown` for $n$ updates and independent steps.
- `sr1_exact_of_denominators` assumes only that the first $n$ denominators are nonzero, besides the symmetry of $A$ and $B_0$ that both versions require.

`quasiNewton_step_solves` takes a solution $p$ of $B_np=b-Ax$ as given. It does not claim that one exists, which for singular $A$ depends on $b$.

`sr1_exact_witness` shows that the denominator condition can be met. For $A=\begin{pmatrix}2&1\\1&3\end{pmatrix}$, $B_0=I$ and the two coordinate steps, the errors are $(1,1)$ and $(0,1)$, and both denominators equal 1.

Positive definiteness is not required. In a geometry optimisation or saddle-point search on an exactly quadratic energy surface, $n$ updates with nonzero denominators thus recover negative curvatures as well. The theorems concern real numbers without rounding. They do not treat anharmonic surfaces, or codes that also skip updates whose denominator is merely small.

## From one secant equation to equality of matrices

`rankOne_mulVec` computes $(c\,rr^T)v=c(r\cdot v)r$, and `sr1Update_secant` uses it for the newest secant equation, with a case split on $r=0$. `sr1Seq_isSymm` proves symmetry by induction, entry by entry.

`sr1_heredity` is the induction given above. Its local statement `move` shifts a symmetric matrix from one side of the dot product to the other. The induction hypothesis for an earlier step is `old`, and `orth` is the orthogonality $r_m\cdot s_j=0$. After `split_ifs`, the skipped update is closed by `old`; in the other branch, rewriting with `orth` removes the correction. The case $j=m$ is `sr1Update_secant`.

`steps_independent` adds one step at a time. `linearIndependent_finSucc'` says that $m+1$ vectors are independent exactly when the first $m$ are and the last is not in their span. The inclusion `hle` places that span in the kernel of $A-B_m$. If $s_m$ lay in it, `hr` would give $r_m=0$ and a vanishing denominator. `sr1_exact_of_denominators` then feeds this independence into `sr1_exact`.

`breakdown` follows the derivation directly: `h1` is $r=c(v\cdot s)v$, and `mul_eq_zero` splits the vanishing product into two cases, each of which gives $r=0$.

## `LinearMap.ext_on_range` in place of an expansion in steps

The argument by hand expands a general $v$ in the steps. The proof of `sr1_exact` never writes down the coefficients. `LinearMap.ext_on_range` states that two linear maps are equal if they agree on a family of vectors whose span is the whole space.

It needs two inputs. The first is `hspan`: $n$ independent vectors span $\mathbb R^n$, because their number equals the dimension. The second is agreement on each $s_k$, which is `sr1_heredity` at $m=n$. Since the lemma speaks of linear maps and the goal of matrices, `Matrix.toLin'.injective` first reduces equality of the matrices to equality of the maps they define. The same lines handle $n=0$, where the empty family spans the zero space.
